# Odd moments that vanish within one batch of a block off-diagonal Liouvillian, and the band edges of a period-two terminator

When a Lanczos calculation of an absorption spectrum is stopped after finitely many steps, the missing part of its continued fraction can be replaced by a closed-form tail, the terminator. If the computed coefficients have settled into an alternation between two positive values $b_1$ and $b_2$, this tail is complex for real frequencies $z$ with $|b_1-b_2|<|z|<b_1+b_2$ and real at other nonzero frequencies. The values $|b_1-b_2|$ and $b_1+b_2$ can therefore be compared with the expected lower and upper edges of the continuous part of the spectrum. This applies to a tail with zero diagonal terms and strictly alternating positive numerators $b_1^2$ and $b_2^2$.

## Parity of the moments

In linear response with real orbitals and a real, frequency-independent kernel, a suitable choice of variables splits the response vector into two batches that the Liouvillian couples only to each other. Let the finite index sets $m$ and $n$ label the components of the two batches; they may differ in size.

```lean
import Mathlib

open Matrix

namespace LiouvillianTerminator

section Moments

variable {m n : Type*} [Fintype m] [Fintype n] [DecidableEq m] [DecidableEq n]
```

With complex rectangular blocks $A$ and $B$, the Liouvillian is
$$L=\begin{pmatrix}0&A\\B&0\end{pmatrix}.$$
No Hermiticity or relation between $A$ and $B$ is assumed.

```lean
/-- The block off-diagonal Liouvillian `[[0, A], [B, 0]]`, which couples two batches of
components only to each other. -/
def liouvillian (A : Matrix m n ℂ) (B : Matrix n m ℂ) : Matrix (m ⊕ n) (m ⊕ n) ℂ :=
  fromBlocks 0 A B 0
```

Two vectors $u$ and $v$ belong to the same batch if both have the form $(x,0)$ or both have the form $(0,y)$. In Lean, `Sum.inl` and `Sum.inr` pick out the first and second block of components.

```lean
/-- Two vectors lie in the same batch if both vanish on the second block of components, or
both vanish on the first. -/
def SameBatch (u v : m ⊕ n → ℂ) : Prop :=
  (∀ j, u (Sum.inr j) = 0 ∧ v (Sum.inr j) = 0) ∨
    (∀ i, u (Sum.inl i) = 0 ∧ v (Sum.inl i) = 0)
```

Squaring gives $L^2=\mathrm{diag}(AB,BA)$, and induction on $k$ gives
$$L^{2k}=\begin{pmatrix}(AB)^k&0\\0&(BA)^k\end{pmatrix}.$$
The proof follows these two steps, with `fromBlocks_multiply` carrying out the block products.

```lean
/-- Even powers of the Liouvillian are block diagonal, with blocks `(A B)^k` and `(B A)^k`. -/
theorem liouvillian_pow_even (A : Matrix m n ℂ) (B : Matrix n m ℂ) (k : ℕ) :
    liouvillian A B ^ (2 * k) = fromBlocks ((A * B) ^ k) 0 0 ((B * A) ^ k) := by
  have hsq : liouvillian A B ^ 2 = fromBlocks (A * B) 0 0 (B * A) := by
    rw [pow_two, liouvillian, fromBlocks_multiply]
    simp
  rw [pow_mul, hsq]
  induction k with
  | zero => simp [fromBlocks_one]
  | succ k ih =>
    rw [pow_succ, ih, fromBlocks_multiply]
    simp [pow_succ]
```

One more factor of $L$ restores the off-diagonal form:
$$L^{2k+1}=\begin{pmatrix}0&(AB)^kA\\(BA)^kB&0\end{pmatrix}.$$
Applied to $v=(x,0)$, this gives $(0,(BA)^kBx)$, which has zero overlap with any $u=(x',0)$. The second batch works in the same way. For two vectors from different batches it is the even moments that vanish, by the block form of $L^{2k}$. The inner product `star u ⬝ᵥ` conjugates its first argument. The proof establishes the form of the odd power, then treats the two batches separately.

```lean
/-- All odd moments `⟨u, L^(2k+1) v⟩` of the block off-diagonal Liouvillian vanish when `u`
and `v` lie in the same batch. -/
theorem odd_moment_eq_zero (A : Matrix m n ℂ) (B : Matrix n m ℂ) (k : ℕ)
    {u v : m ⊕ n → ℂ} (h : SameBatch u v) :
    star u ⬝ᵥ (liouvillian A B ^ (2 * k + 1) *ᵥ v) = 0 := by
  -- an odd power is again block off-diagonal
  have hodd : liouvillian A B ^ (2 * k + 1)
      = fromBlocks 0 ((A * B) ^ k * A) ((B * A) ^ k * B) 0 := by
    rw [pow_succ, liouvillian_pow_even, liouvillian, fromBlocks_multiply]
    simp
  rw [hodd]
  rcases h with h | h
  · have hu := fun j => (h j).1
    have hv := fun j => (h j).2
    simp [dotProduct, Matrix.mulVec, Fintype.sum_sum_type, hu, hv]
  · have hu := fun i => (h i).1
    have hv := fun i => (h i).2
    simp [dotProduct, Matrix.mulVec, Fintype.sum_sum_type, hu, hv]

end Moments
```

In a Lanczos recursion started from such vectors and free of breakdown, this parity makes the diagonal coefficients zero. The continued fraction below takes that form as its starting point and is not derived from $L$.

## The quadratic for the terminator

A tail that repeats after two levels contains itself, so its value $g$ satisfies
$$g=\cfrac{1}{z-\cfrac{b_1^2}{z-b_2^2g}}.$$
Here $b_1^2$ and $b_2^2$ stand for the products of paired off-diagonal Lanczos coefficients. In a non-Hermitian recursion such a product can be negative, a case not covered here. The frequency $z$ is real, without broadening, while $g$ may be complex. The definition requires both denominators to be nonzero. It is an algebraic condition: it selects neither the retarded branch nor a limit of truncated fractions.

```lean
/-- `g` is a period-two terminator at real frequency `z`: it solves
`g = 1 / (z - b₁² / (z - b₂² g))`, and both denominators are nonzero. -/
def IsTerminator (b₁ b₂ z : ℝ) (g : ℂ) : Prop :=
  (z : ℂ) - (b₂ : ℂ) ^ 2 * g ≠ 0 ∧
  (z : ℂ) - (b₁ : ℂ) ^ 2 / ((z : ℂ) - (b₂ : ℂ) ^ 2 * g) ≠ 0 ∧
  g = 1 / ((z : ℂ) - (b₁ : ℂ) ^ 2 / ((z : ℂ) - (b₂ : ℂ) ^ 2 * g))
```

Put $d=z-b_2^2g$. Then $g(z-b_1^2/d)=1$, and multiplication by $d$ gives $gzd-b_1^2g=d$. Inserting $d$ and collecting powers of $g$,
$$zb_2^2g^2-(z^2-b_1^2+b_2^2)g+z=0.$$
In the proof, `h4` and `h5` clear the two fractions and `linear_combination` collects the terms.

```lean
/-- Every period-two terminator satisfies `z b₂² g² - (z² - b₁² + b₂²) g + z = 0`, which is
quadratic in `g` when `z` and `b₂` are nonzero. -/
theorem IsTerminator.quadratic {b₁ b₂ z : ℝ} {g : ℂ} (h : IsTerminator b₁ b₂ z g) :
    (z : ℂ) * (b₂ : ℂ) ^ 2 * g ^ 2 - ((z : ℂ) ^ 2 - (b₁ : ℂ) ^ 2 + (b₂ : ℂ) ^ 2) * g + z = 0 := by
  obtain ⟨h1, h2, h3⟩ := h
  have h4 := (eq_div_iff h2).mp h3
  have h5 := div_mul_cancel₀ ((b₁ : ℂ) ^ 2) h1
  linear_combination (-((z : ℂ) - (b₂ : ℂ) ^ 2 * g)) * h4 - g * h5
```

Conversely, let $b_1,b_2,z$ be nonzero, and choose a complex $s$ whose square is the discriminant $\Delta$, factorised below. The quadratic is solved by
$$g=\frac{z^2-b_1^2+b_2^2+s}{2zb_2^2}.$$
This root makes no denominator vanish. If $d=0$, then $b_2^2g=z$, and the quadratic reduces to $b_1^2g=0$. Hence $g=0$, and $d=0$ then gives $z=0$, a contradiction. With $d\neq0$, the previous algebra runs backwards to $g(z-b_1^2/d)=1$, so the outer denominator is nonzero too. The proof obtains $s$ from algebraic closure and checks the denominators in this order.

```lean
/-- For nonzero coefficients and nonzero real frequency a period-two terminator exists. -/
theorem exists_terminator {b₁ b₂ z : ℝ} (hb₁ : b₁ ≠ 0) (hb₂ : b₂ ≠ 0) (hz : z ≠ 0) :
    ∃ g : ℂ, IsTerminator b₁ b₂ z g := by
  have hb₁' : (b₁ : ℂ) ≠ 0 := Complex.ofReal_ne_zero.mpr hb₁
  have hb₂' : (b₂ : ℂ) ≠ 0 := Complex.ofReal_ne_zero.mpr hb₂
  have hz' : (z : ℂ) ≠ 0 := Complex.ofReal_ne_zero.mpr hz
  -- solve the quadratic with a complex square root of the discriminant
  obtain ⟨s, hs⟩ := IsAlgClosed.exists_pow_nat_eq
    (((z : ℂ) ^ 2 - (b₁ + b₂) ^ 2) * ((z : ℂ) ^ 2 - (b₁ - b₂) ^ 2)) (n := 2) (by norm_num)
  obtain ⟨g, hg⟩ : ∃ g : ℂ, 2 * ((z : ℂ) * (b₂ : ℂ) ^ 2) * g
      = (z : ℂ) ^ 2 - (b₁ : ℂ) ^ 2 + (b₂ : ℂ) ^ 2 + s :=
    ⟨((z : ℂ) ^ 2 - (b₁ : ℂ) ^ 2 + (b₂ : ℂ) ^ 2 + s) / (2 * ((z : ℂ) * (b₂ : ℂ) ^ 2)),
      by field_simp⟩
  have h : (z : ℂ) * (b₂ : ℂ) ^ 2 * g ^ 2
      - ((z : ℂ) ^ 2 - (b₁ : ℂ) ^ 2 + (b₂ : ℂ) ^ 2) * g + z = 0 := by
    have ha : 4 * ((z : ℂ) * (b₂ : ℂ) ^ 2) ≠ 0 :=
      mul_ne_zero (by norm_num) (mul_ne_zero hz' (pow_ne_zero 2 hb₂'))
    apply mul_left_cancel₀ ha
    linear_combination (2 * ((z : ℂ) * (b₂ : ℂ) ^ 2) * g
      - ((z : ℂ) ^ 2 - (b₁ : ℂ) ^ 2 + (b₂ : ℂ) ^ 2) + s) * hg + hs
  -- the root makes no denominator vanish
  have h1 : (z : ℂ) - (b₂ : ℂ) ^ 2 * g ≠ 0 := by
    intro h0
    have hg0 : (b₁ : ℂ) ^ 2 * g = 0 := by linear_combination h + (g * z - 1) * h0
    have hg1 : g = 0 := (mul_eq_zero.mp hg0).resolve_left (pow_ne_zero 2 hb₁')
    rw [hg1, mul_zero, sub_zero] at h0
    exact hz' h0
  have h5 := div_mul_cancel₀ ((b₁ : ℂ) ^ 2) h1
  have h4 : g * ((z : ℂ) - (b₁ : ℂ) ^ 2 / ((z : ℂ) - (b₂ : ℂ) ^ 2 * g)) = 1 := by
    apply mul_right_cancel₀ h1
    linear_combination -h - g * h5
  have h2 : (z : ℂ) - (b₁ : ℂ) ^ 2 / ((z : ℂ) - (b₂ : ℂ) ^ 2 * g) ≠ 0 := by
    intro h0
    rw [h0, mul_zero] at h4
    exact zero_ne_one h4
  exact ⟨g, h1, h2, (eq_div_iff h2).mpr h4⟩
```

## The sign of the discriminant

The discriminant is a difference of squares:
$$\begin{aligned}\Delta&=(z^2-b_1^2+b_2^2)^2-4z^2b_2^2\\&=\big((z-b_2)^2-b_1^2\big)\big((z+b_2)^2-b_1^2\big)\\&=\big(z^2-(b_1+b_2)^2\big)\big(z^2-(b_1-b_2)^2\big).\end{aligned}$$
The last line regroups the four linear factors. Lean verifies the identity by expansion with `ring`.

```lean
/-- The discriminant of the terminator's quadratic factorises through the sum and the
difference of the two coefficients. -/
theorem discrim_eq (b₁ b₂ z : ℝ) :
    discrim (z * b₂ ^ 2) (-(z ^ 2 - b₁ ^ 2 + b₂ ^ 2)) z
      = (z ^ 2 - (b₁ + b₂) ^ 2) * (z ^ 2 - (b₁ - b₂) ^ 2) := by
  unfold discrim
  ring
```

A negative product needs factors of opposite sign. Since $(b_1+b_2)^2-(b_1-b_2)^2=4b_1b_2>0$, the first factor must be the negative one. Thus $(b_1-b_2)^2<z^2<(b_1+b_2)^2$, and taking square roots gives the band. In the proof, `nlinarith` excludes the other sign pattern using $b_1b_2>0$.

```lean
/-- For positive coefficients the discriminant is negative exactly when
`|b₁ - b₂| < |z| < b₁ + b₂`. -/
theorem discrim_neg_iff {b₁ b₂ : ℝ} (h₁ : 0 < b₁) (h₂ : 0 < b₂) (z : ℝ) :
    discrim (z * b₂ ^ 2) (-(z ^ 2 - b₁ ^ 2 + b₂ ^ 2)) z < 0
      ↔ |b₁ - b₂| < |z| ∧ |z| < b₁ + b₂ := by
  have hP : z ^ 2 < (b₁ + b₂) ^ 2 ↔ |z| < b₁ + b₂ := by
    rw [sq_lt_sq, abs_of_pos (add_pos h₁ h₂)]
  have hM : (b₁ - b₂) ^ 2 < z ^ 2 ↔ |b₁ - b₂| < |z| := sq_lt_sq
  rw [discrim_eq, ← hP, ← hM]
  constructor
  · intro h
    rcases mul_neg_iff.mp h with ⟨ha, hb⟩ | ⟨ha, hb⟩
    · exfalso
      nlinarith [mul_pos h₁ h₂]
    · exact ⟨by linarith, by linarith⟩
  · rintro ⟨ha, hb⟩
    exact mul_neg_of_neg_of_pos (by linarith) (by linarith)
```

## The imaginary part and the band

Suppose $w^2=D$ with $D$ real. Then $(\mathrm{Re}\,w)^2-(\mathrm{Im}\,w)^2=D$ and $\mathrm{Re}\,w\,\mathrm{Im}\,w=0$. If the real part vanishes, $(\mathrm{Im}\,w)^2=-D\ge0$; if the imaginary part vanishes, $D\ge0$. Both cases give $(\mathrm{Im}\,w)^2=\max(0,-D)$.

```lean
/-- If the square of a complex number is the real number `D`, its squared imaginary part is
the positive part of `-D`. -/
theorem im_sq_of_sq_real {w : ℂ} {D : ℝ} (h : w ^ 2 = (D : ℂ)) : w.im ^ 2 = max 0 (-D) := by
  have hre := congrArg Complex.re h
  have him := congrArg Complex.im h
  rw [pow_two, Complex.mul_re, Complex.ofReal_re] at hre
  rw [pow_two, Complex.mul_im, Complex.ofReal_im] at him
  have hprod : w.re * w.im = 0 := by linarith
  rcases mul_eq_zero.mp hprod with h0 | h0
  · rw [h0] at hre
    rw [max_eq_right (by nlinarith [sq_nonneg w.im])]
    linarith
  · rw [h0] at hre ⊢
    rw [max_eq_left (by nlinarith [sq_nonneg w.re])]
    norm_num
```

Completing the square in the quadratic gives $w^2=\Delta$ for $w=2zb_2^2g-(z^2-b_1^2+b_2^2)$. The subtracted term is real, so $\mathrm{Im}\,w=2zb_2^2\,\mathrm{Im}\,g$ and
$$(2zb_2^2\,\mathrm{Im}\,g)^2=\max(0,-\Delta).$$
Inside the band, this means $|\mathrm{Im}\,g|=\sqrt{-\Delta}/(2|z|b_2^2)$. The step `hw` supplies $w^2=\Delta$, and `him` supplies the imaginary part of $w$.

```lean
/-- For every period-two terminator `g`, the square `(2 z b₂² Im g)²` is the positive part of
`((b₁ + b₂)² - z²)(z² - (b₁ - b₂)²)`. -/
theorem IsTerminator.im_sq {b₁ b₂ z : ℝ} {g : ℂ} (h : IsTerminator b₁ b₂ z g) :
    (2 * (z * b₂ ^ 2) * g.im) ^ 2
      = max 0 (((b₁ + b₂) ^ 2 - z ^ 2) * (z ^ 2 - (b₁ - b₂) ^ 2)) := by
  -- complete the square in the quadratic
  have hw : (((2 * (z * b₂ ^ 2) : ℝ) : ℂ) * g - ((z ^ 2 - b₁ ^ 2 + b₂ ^ 2 : ℝ) : ℂ)) ^ 2
      = (((z ^ 2 - (b₁ + b₂) ^ 2) * (z ^ 2 - (b₁ - b₂) ^ 2) : ℝ) : ℂ) := by
    push_cast
    linear_combination 4 * ((z : ℂ) * (b₂ : ℂ) ^ 2) * h.quadratic
  have him : (((2 * (z * b₂ ^ 2) : ℝ) : ℂ) * g - ((z ^ 2 - b₁ ^ 2 + b₂ ^ 2 : ℝ) : ℂ)).im
      = 2 * (z * b₂ ^ 2) * g.im := by
    simp only [Complex.sub_im, Complex.mul_im, Complex.ofReal_re, Complex.ofReal_im,
      zero_mul, add_zero, sub_zero]
  rw [← him, im_sq_of_sq_real hw]
  congr 1
  ring
```

For $z\neq0$ and $b_2>0$ the prefactor is nonzero, so $\mathrm{Im}\,g\neq0$ exactly when $\Delta<0$. The two directions of the proof read this off the formula for the squared imaginary part. The condition $z\neq0$ matters when $b_1=b_2$: at zero frequency every nonzero $g$ then satisfies the definition, including non-real ones.

```lean
/-- For positive coefficients and real nonzero `z`, a period-two terminator has a nonzero
imaginary part exactly when `|b₁ - b₂| < |z| < b₁ + b₂`. -/
theorem terminator_nonreal_iff {b₁ b₂ z : ℝ} {g : ℂ} (h₁ : 0 < b₁) (h₂ : 0 < b₂)
    (hz : z ≠ 0) (h : IsTerminator b₁ b₂ z g) :
    g.im ≠ 0 ↔ |b₁ - b₂| < |z| ∧ |z| < b₁ + b₂ := by
  rw [← discrim_neg_iff h₁ h₂, discrim_eq]
  have hd := h.im_sq
  constructor
  · intro hy
    have hne : 2 * (z * b₂ ^ 2) * g.im ≠ 0 :=
      mul_ne_zero (mul_ne_zero two_ne_zero (mul_ne_zero hz (pow_ne_zero 2 h₂.ne'))) hy
    have hpos := pow_pos (abs_pos.mpr hne) 2
    rw [sq_abs, hd] at hpos
    rcases lt_max_iff.mp hpos with h0 | h0
    · exact absurd h0 (lt_irrefl _)
    · linarith
  · intro hD hy
    have hle := le_max_right (0 : ℝ) (((b₁ + b₂) ^ 2 - z ^ 2) * (z ^ 2 - (b₁ - b₂) ^ 2))
    rw [← hd, hy] at hle
    linarith
```

## Coefficients from the band edges

Now suppose that the non-real region is known to be $\delta<|z|<W$, with $0\le\delta<W$. This is the hypothesis `hband`, imposed on every terminator at every nonzero real frequency. Because a terminator exists at each positive $z$, the intervals $(\delta,W)$ and $(|b_1-b_2|,b_1+b_2)$ contain the same points. Neither contains a point $z\le0$. Comparing end points,
$$W=b_1+b_2,\qquad \delta=|b_1-b_2|,$$
and therefore
$$\max(b_1,b_2)=\frac{W+\delta}{2},\qquad \min(b_1,b_2)=\frac{W-\delta}{2}.$$
The gap around zero frequency has full width $2\delta$ and closes when the coefficients are equal. The edges do not tell which coefficient comes first, since exchanging $b_1$ and $b_2$ leaves the band unchanged. In the proof, `hset` is the equality of the intervals, their suprema and infima give the edges, and the two orderings of the coefficients are solved separately.

```lean
/-- If the terminators with positive coefficients are non-real exactly for `δ < |z| < W` among
real nonzero `z`, where `0 ≤ δ < W`, then the larger coefficient is `(W + δ)/2` and the smaller
is `(W - δ)/2`. -/
theorem coefficients_of_band_edges {b₁ b₂ δ W : ℝ} (h₁ : 0 < b₁) (h₂ : 0 < b₂)
    (hδ : 0 ≤ δ) (hW : δ < W)
    (hband : ∀ z : ℝ, z ≠ 0 → ∀ g : ℂ, IsTerminator b₁ b₂ z g →
      (g.im ≠ 0 ↔ δ < |z| ∧ |z| < W)) :
    max b₁ b₂ = (W + δ) / 2 ∧ min b₁ b₂ = (W - δ) / 2 := by
  -- the observed and the computed band agree on positive frequencies
  have hset : Set.Ioo δ W = Set.Ioo (|b₁ - b₂|) (b₁ + b₂) := by
    ext z
    simp only [Set.mem_Ioo]
    rcases le_or_gt z 0 with hz | hz
    · constructor
      · intro h'
        exfalso
        linarith [h'.1]
      · intro h'
        exfalso
        linarith [h'.1, abs_nonneg (b₁ - b₂)]
    · obtain ⟨g, hg⟩ := exists_terminator h₁.ne' h₂.ne' hz.ne'
      have e := (hband z hz.ne' g hg).symm.trans (terminator_nonreal_iff h₁ h₂ hz.ne' hg)
      rwa [abs_of_pos hz] at e
  have hlt : |b₁ - b₂| < b₁ + b₂ := abs_lt.mpr ⟨by linarith, by linarith⟩
  -- equal intervals have equal end points
  have hsup := congrArg sSup hset
  have hinf := congrArg sInf hset
  rw [csSup_Ioo hW, csSup_Ioo hlt] at hsup
  rw [csInf_Ioo hW, csInf_Ioo hlt] at hinf
  rcases le_total b₁ b₂ with hb | hb
  · rw [abs_of_nonpos (by linarith)] at hinf
    rw [max_eq_right hb, min_eq_left hb]
    constructor <;> linarith
  · rw [abs_of_nonneg (by linarith)] at hinf
    rw [max_eq_left hb, min_eq_right hb]
    constructor <;> linarith

end LiouvillianTerminator
```

```lean
#print axioms LiouvillianTerminator.odd_moment_eq_zero
#print axioms LiouvillianTerminator.coefficients_of_band_edges
```

```
'LiouvillianTerminator.odd_moment_eq_zero' depends on axioms: [propext, Classical.choice, Quot.sound]
'LiouvillianTerminator.coefficients_of_band_edges' depends on axioms: [propext, Classical.choice, Quot.sound]
```
